# Observables invariant under a particle-hole symmetry of the Hamiltonian that reverses the slave-spin constraint have the same thermal average with and without the constraint

Take a half-filled Hubbard atom with interaction \(U\). With the chemical potential \(U/2\) included and a constant \(U/4\) added, its energy is \(+U/4\) when it is empty or doubly occupied and \(-U/4\) when it is singly occupied. In the \(\mathbb Z_2\) slave-spin representation, a single auxiliary two-level system, the slave spin, carries this energy, and a constraint ties it to the fermion occupation. Keep the down level empty and the slave spin in its upper state. Two states remain: up level empty, which is physical, and up level occupied, which is not, because the slave spin then reports the wrong energy for the atom. In this basis

\[
H=\frac U4\,1,\qquad P=\begin{pmatrix}1&0\\0&0\end{pmatrix},\qquad V=\begin{pmatrix}0&1\\1&0\end{pmatrix},
\]

where \(P\) selects the physical state and \(V\) exchanges the two. A matrix commuting with \(V\) has the form \(A=a\,1+bV\). Its average is \(a\) in the physical state, and also \(a\) over both states, since they have equal weight and \(V\) has no diagonal elements. For \(P\) itself, which does not commute with \(V\), the two averages are \(1\) and \(1/2\).

## A symmetry that exchanges physical and unphysical states

The unphysical states generally have to be projected out, which complicates approximate treatments. The question is when thermal averages are right without the projection.

Let \(H\), \(P\), \(V\) be matrices on a finite-dimensional space with

\[
V^\dagger V=1,\qquad VHV^\dagger=H,\qquad VPV^\dagger=1-P,
\]

and let \(\rho=e^{-\beta H}\) with \(\beta\) real. If \(A\) commutes with \(V\), then \(\operatorname{Tr}(PA\rho)=\tfrac12\operatorname{Tr}(A\rho)\). If also \(H\) is Hermitian, the space is nonzero, \(P^2=P\) and \(P\) commutes with \(H\), the projected and unconstrained averages of \(A\) agree.

Multiplying \(VHV^\dagger=H\) by \(V\) from the right gives \(VH=HV\), so \(V\) commutes with every power of \(H\) and with \(\rho\). For any \(A\), cyclicity of the trace gives

\[
\operatorname{Tr}(PV^\dagger AV\rho)=\operatorname{Tr}(PV^\dagger A\rho V)=\operatorname{Tr}(VPV^\dagger A\rho)=\operatorname{Tr}((1-P)A\rho).
\]

Adding \(\operatorname{Tr}(PA\rho)\) yields

\[
\operatorname{Tr}(PA\rho)+\operatorname{Tr}(PV^\dagger AV\rho)=\operatorname{Tr}(A\rho).
\]

If \(AV=VA\), then \(V^\dagger AV=V^\dagger VA=A\). The two terms on the left coincide, and each is half of the right-hand side. With \(A=1\) this reads \(\operatorname{Tr}(P\rho)=Z/2\), where \(Z=\operatorname{Tr}\rho\).

To divide, we need \(Z\neq0\). For Hermitian \(H\), the matrix \(K=e^{-\beta H/2}\) is Hermitian and \(\rho=K^\dagger K\), so \(Z=\sum_{ij}|K_{ij}|^2\). This vanishes only for \(K=0\), which is impossible for an invertible matrix on a nonzero space. Since \(P\) commutes with \(\rho\),

\[
\operatorname{Tr}(PAP\rho)=\operatorname{Tr}(PA\rho P)=\operatorname{Tr}(P^2A\rho)=\operatorname{Tr}(PA\rho),
\]

and therefore

\[
\frac{\operatorname{Tr}(PAP\rho)}{\operatorname{Tr}(P\rho)}=\frac{\operatorname{Tr}(A\rho)/2}{Z/2}=\frac{\operatorname{Tr}(A\rho)}{Z}.
\]

At infinite temperature, \(\beta=0\), the relation \(\operatorname{Tr}(P\rho)=Z/2\) says that \(\operatorname{Tr}P\) is half the dimension. A product of independent constraints on several lattice sites selects a smaller fraction, so it cannot play the role of \(P\).

For slave-spin treatments of impurity models, as they arise in DMFT, the result applies to exact thermal averages with a finite bath, provided that a suitable \(V\) exists for the coupled system. The passage to a continuous bath is a further step.

## Matrices, averages and the flip

The finite type `n` labels the basis states, and operators are complex matrices indexed by it.

In Lean 4 with Mathlib:

```lean
import Mathlib

open Matrix
open scoped ComplexOrder

namespace SlaveSpinConstraint

noncomputable section

variable {n : Type*} [Fintype n] [DecidableEq n]
```

The Boltzmann operator is the matrix exponential, unnormalised. Any chemical potential is part of `H`.

```lean
/-- The Boltzmann operator `exp(-βH)`. -/
def boltzmann (β : ℝ) (H : Matrix n n ℂ) : Matrix n n ℂ :=
  NormedSpace.exp ((-(β : ℂ)) • H)
```

Dividing by the partition function gives the normalised average over all states.

```lean
/-- The unconstrained thermal average `Tr(A exp(-βH)) / Tr exp(-βH)`, for a nonzero
partition function. -/
def thermalAverage (β : ℝ) (H A : Matrix n n ℂ) : ℂ :=
  (A * boltzmann β H).trace / (boltzmann β H).trace
```

The physical average has \(P\) on both sides of the observable and is normalised by the projected partition function.

```lean
/-- The average `Tr(P A P exp(-βH)) / Tr(P exp(-βH))` over the states selected by `P`, for a
nonzero projected partition function. -/
def projectedAverage (β : ℝ) (H P A : Matrix n n ℂ) : ℂ :=
  (P * A * P * boltzmann β H).trace / (P * boltzmann β H).trace
```

The three relations for \(V\) form a structure, with `Vᴴ` standing for \(V^\dagger\). Despite its name, `ParticleHoleFlip` requires only these relations; in the Hubbard atom below, the particle-hole transformation of the up fermion satisfies them.

```lean
/-- `V` is a unitary symmetry of the matrix `H` that exchanges `P` with `1 - P`. That `P` is a
projector is not part of the structure. -/
structure ParticleHoleFlip (H P V : Matrix n n ℂ) : Prop where
  unitary : Vᴴ * V = 1
  hamiltonian : V * H * Vᴴ = H
  constraint : V * P * Vᴴ = 1 - P
```

## From cyclicity to the factor one half

The first lemma derives \(VH=HV\) and carries it through the exponential with `exp_right`.

```lean
/-- A particle-hole flip that leaves `H` invariant commutes with the Boltzmann operator. -/
theorem flip_commutes_boltzmann {H P V : Matrix n n ℂ} (h : ParticleHoleFlip H P V) (β : ℝ) :
    V * boltzmann β H = boltzmann β H * V := by
  have hVH : Commute V H := by
    change V * H = H * V
    calc V * H = V * H * (Vᴴ * V) := by rw [h.unitary, mul_one]
      _ = V * H * Vᴴ * V := by simp only [mul_assoc]
      _ = H * V := by rw [h.hamiltonian]
  exact (hVH.smul_right (-(β : ℂ))).exp_right
```

In the next proof, `key` is the chain of traces above, with `Matrix.trace_mul_comm` as the cyclic step. The final `noncomm_ring` adds the parts belonging to \(P\) and \(1-P\).

```lean
/-- Let `V` be a particle-hole flip for `H` and `P`. For any matrix `A`, the traces of `P * A` and
`P * (Vᴴ * A * V)`, each weighted with the Boltzmann operator, add up to the equally weighted trace
of `A`. -/
theorem trace_split {H P V : Matrix n n ℂ} (h : ParticleHoleFlip H P V) (β : ℝ)
    (A : Matrix n n ℂ) :
    (P * A * boltzmann β H).trace + (P * (Vᴴ * A * V) * boltzmann β H).trace
      = (A * boltzmann β H).trace := by
  -- move `V` around the trace, so that it acts on the projector
  have key : (P * (Vᴴ * A * V) * boltzmann β H).trace
      = ((1 - P) * A * boltzmann β H).trace := by
    calc (P * (Vᴴ * A * V) * boltzmann β H).trace
        = (P * Vᴴ * A * (V * boltzmann β H)).trace := by simp only [mul_assoc]
      _ = ((P * Vᴴ * A * boltzmann β H) * V).trace := by
          rw [flip_commutes_boltzmann h β]; simp only [mul_assoc]
      _ = (V * (P * Vᴴ * A * boltzmann β H)).trace := Matrix.trace_mul_comm _ _
      _ = (V * P * Vᴴ * A * boltzmann β H).trace := by simp only [mul_assoc]
      _ = ((1 - P) * A * boltzmann β H).trace := by rw [h.constraint]
  rw [key, ← Matrix.trace_add]
  congr 1
  noncomm_ring
```

For an observable commuting with \(V\), `hinv` identifies the two terms. Neither Hermiticity of \(H\) nor \(P^2=P\) is used here.

```lean
/-- For an observable that commutes with the particle-hole flip, the constraint projector
halves the thermal trace. -/
theorem projected_trace_eq_half {H P V : Matrix n n ℂ} (h : ParticleHoleFlip H P V) (β : ℝ)
    {A : Matrix n n ℂ} (hA : A * V = V * A) :
    (P * A * boltzmann β H).trace = (A * boltzmann β H).trace / 2 := by
  have hinv : Vᴴ * A * V = A := by
    rw [mul_assoc, hA, ← mul_assoc, h.unitary, one_mul]
  have hs := trace_split h β A
  rw [hinv] at hs
  linear_combination hs / 2
```

## Equality of the averages

The matrix `B` is \(-\beta H/2\), and `hsq` is the factorisation \(\rho=K^\dagger K\). A vanishing trace would make the invertible matrix \(K\) zero.

```lean
/-- The partition function of a Hermitian Hamiltonian on a nonzero space does not vanish. -/
theorem partition_ne_zero [Nonempty n] {H : Matrix n n ℂ} (hH : H.IsHermitian) (β : ℝ) :
    (boltzmann β H).trace ≠ 0 := by
  -- the Boltzmann operator is the square of the one at half the inverse temperature
  set B : Matrix n n ℂ := (((-(β / 2) : ℝ)) : ℂ) • H with hB
  have hBh : Bᴴ = B := by
    rw [hB, Matrix.conjTranspose_smul, hH.eq, Complex.star_def, Complex.conj_ofReal]
  have hK : (NormedSpace.exp B)ᴴ = NormedSpace.exp B := by
    rw [← Matrix.exp_conjTranspose, hBh]
  have hsq : boltzmann β H = (NormedSpace.exp B)ᴴ * NormedSpace.exp B := by
    rw [hK, ← Matrix.exp_add_of_commute B B (Commute.refl B), boltzmann, hB, ← add_smul]
    congr 2
    push_cast
    ring
  intro h0
  rw [hsq, Matrix.trace_conjTranspose_mul_self_eq_zero_iff] at h0
  have hu := Matrix.isUnit_exp B
  rw [h0] at hu
  exact not_isUnit_zero hu
```

Setting \(A=1\) gives the projected partition function.

```lean
/-- If a particle-hole flip exists for `H` and `P`, the projected partition function is half of the
unconstrained one. -/
theorem projected_partition {H P V : Matrix n n ℂ} (h : ParticleHoleFlip H P V) (β : ℝ) :
    (P * boltzmann β H).trace = (boltzmann β H).trace / 2 := by
  have h1 := projected_trace_eq_half h β (A := 1) (by rw [one_mul, mul_one])
  rwa [mul_one, one_mul] at h1
```

The main theorem states that the projected partition function is nonzero and that the averages agree. The step `hone` removes the second projector, using `hHP`, the conservation of the constraint. Only idempotency of \(P\) is assumed; a physical constraint projector is Hermitian as well.

```lean
/-- Let `H` be Hermitian on a nonzero space, with a conserved constraint projector `P` and a
particle-hole flip `V`. Then the projected partition function is nonzero, and every observable
commuting with `V` has the same thermal average with and without the constraint. -/
theorem projectedAverage_eq_thermalAverage [Nonempty n] {H P V : Matrix n n ℂ}
    (hH : H.IsHermitian) (hP : P * P = P) (hHP : Commute P H)
    (h : ParticleHoleFlip H P V) (β : ℝ) {A : Matrix n n ℂ} (hA : A * V = V * A) :
    (P * boltzmann β H).trace ≠ 0 ∧
      projectedAverage β H P A = thermalAverage β H A := by
  have hZ := partition_ne_zero hH β
  have hPρ : P * boltzmann β H = boltzmann β H * P :=
    (hHP.smul_right (-(β : ℂ))).exp_right
  -- a conserved projector needs to appear only once under the trace
  have hone : (P * A * P * boltzmann β H).trace = (P * A * boltzmann β H).trace := by
    calc (P * A * P * boltzmann β H).trace
        = ((P * A * boltzmann β H) * P).trace := by
          rw [mul_assoc (P * A), hPρ, ← mul_assoc]
      _ = (P * (P * A * boltzmann β H)).trace := Matrix.trace_mul_comm _ _
      _ = (P * P * A * boltzmann β H).trace := by simp only [mul_assoc]
      _ = (P * A * boltzmann β H).trace := by rw [hP]
  refine ⟨?_, ?_⟩
  · rw [projected_partition h β]
    exact div_ne_zero hZ two_ne_zero
  · rw [projectedAverage, thermalAverage, hone, projected_trace_eq_half h β hA,
      projected_partition h β, div_div_div_cancel_right₀ two_ne_zero]
```

The constraint projector shows that the equality does not extend to all observables.

```lean
/-- For a Hermitian `H` on a nonzero space with a particle-hole flip, the constraint projector
itself has projected average `1` but unconstrained average `1/2`. -/
theorem constraint_average_differs [Nonempty n] {H P V : Matrix n n ℂ}
    (hH : H.IsHermitian) (hP : P * P = P) (h : ParticleHoleFlip H P V) (β : ℝ) :
    projectedAverage β H P P = 1 ∧ thermalAverage β H P = 1 / 2 := by
  have hZ := partition_ne_zero hH β
  have hPZ := projected_partition h β
  constructor
  · rw [projectedAverage, hP, hP]
    exact div_self (by rw [hPZ]; exact div_ne_zero hZ two_ne_zero)
  · rw [thermalAverage, hPZ]
    field_simp
```

## The full Hubbard atom

The atom has eight basis states: two fermion occupations and the slave spin, each a Boolean.

```lean
/-- Basis of the slave-spin Hubbard atom: occupation of the up fermion, occupation of the down
fermion, and the slave spin. -/
abbrev AtomState := Bool × Bool × Bool
```

The slave-spin value `true` has energy \(+U/4\), and `false` has \(-U/4\).

```lean
/-- The half-filled Hubbard atom: the slave spin alone carries the interaction energy `±U/4`. -/
def atomHamiltonian (U : ℝ) : Matrix AtomState AtomState ℂ :=
  Matrix.diagonal fun s => if s.2.2 = true then (U : ℂ) / 4 else -(U : ℂ) / 4
```

Physical states have slave spin `true` exactly when the two occupations are equal.

```lean
/-- The projector onto states whose slave spin is `true` exactly when the two fermion
occupations are equal (empty or doubly occupied atom). -/
def atomProjector : Matrix AtomState AtomState ℂ :=
  Matrix.diagonal fun s => if s.2.2 = (s.1 == s.2.1) then 1 else 0
```

The flip exchanges the empty and occupied states of the up fermion, with all phases set to one.

```lean
/-- The particle-hole transformation of the up fermion, which exchanges its empty and
occupied states. -/
def flipUp : Matrix AtomState AtomState ℂ :=
  Matrix.of fun s t => if s = (!t.1, t.2) then 1 else 0
```

Flipping one occupation turns equal occupations into unequal ones and leaves the slave spin alone, so it reverses the constraint and preserves the energy. The proof checks this entry by entry in `hVP` and `hVH`, then multiplies by `flipUpᴴ` from the right. Unitarity of the flip is also checked entry by entry, in `hu`. The remaining claims concern diagonal matrices.

```lean
/-- The slave-spin Hubbard atom has a Hermitian Hamiltonian, a conserved constraint projector,
and a particle-hole flip given by the transformation of the up fermion. -/
theorem hubbardAtom_witness (U : ℝ) :
    (atomHamiltonian U).IsHermitian ∧ atomProjector * atomProjector = atomProjector ∧
      Commute atomProjector (atomHamiltonian U) ∧
      ParticleHoleFlip (atomHamiltonian U) atomProjector flipUp := by
  have hu : flipUpᴴ * flipUp = 1 := by
    ext ⟨a, b, c⟩ ⟨a', b', c'⟩
    cases a <;> cases b <;> cases c <;> cases a' <;> cases b' <;> cases c' <;>
      simp [flipUp, Matrix.mul_apply]
  have hu' : flipUp * flipUpᴴ = 1 := mul_eq_one_comm.mp hu
  -- the flip leaves the slave spin alone, and reverses the constraint
  have hVH : flipUp * atomHamiltonian U = atomHamiltonian U * flipUp := by
    ext ⟨a, b, c⟩ ⟨a', b', c'⟩
    rw [atomHamiltonian, Matrix.mul_diagonal, Matrix.diagonal_mul]
    cases a <;> cases b <;> cases c <;> cases a' <;> cases b' <;> cases c' <;>
      simp [flipUp]
  have hVP : flipUp * atomProjector = (1 - atomProjector) * flipUp := by
    rw [sub_mul, one_mul]
    ext ⟨a, b, c⟩ ⟨a', b', c'⟩
    rw [Matrix.sub_apply, atomProjector, Matrix.mul_diagonal, Matrix.diagonal_mul]
    cases a <;> cases b <;> cases c <;> cases a' <;> cases b' <;> cases c' <;>
      simp [flipUp]
  refine ⟨?_, ?_, ?_, hu, ?_, ?_⟩
  · rw [Matrix.IsHermitian, atomHamiltonian, Matrix.diagonal_conjTranspose]
    congr 1
    funext s
    by_cases hs : s.2.2 = true <;> simp [hs]
  · rw [atomProjector, Matrix.diagonal_mul_diagonal]
    congr 1
    funext s
    split_ifs <;> simp
  · change atomProjector * atomHamiltonian U = atomHamiltonian U * atomProjector
    rw [atomProjector, atomHamiltonian, Matrix.diagonal_mul_diagonal,
      Matrix.diagonal_mul_diagonal]
    congr 1
    funext s
    exact mul_comm _ _
  · rw [hVH, mul_assoc, hu', mul_one]
  · rw [hVP, mul_assoc, hu', mul_one]

end

end SlaveSpinConstraint
```

The slave spin's probability of being `true` illustrates the equality: it is \(1/(1+e^{\beta U/2})\) whether one counts all eight states or the four physical ones.

```lean
#print axioms SlaveSpinConstraint.projectedAverage_eq_thermalAverage
#print axioms SlaveSpinConstraint.constraint_average_differs
```

```
'SlaveSpinConstraint.projectedAverage_eq_thermalAverage' depends on axioms: [propext, Classical.choice, Quot.sound]
'SlaveSpinConstraint.constraint_average_differs' depends on axioms: [propext, Classical.choice, Quot.sound]
```
